# In a fixed basis, an orbital energy's derivative has no Pulay term

When an embedding potential changes while the basis and the rest of the Hamiltonian stay fixed, the derivative of an orbital energy is the expectation value of the potential's derivative in the normalised orbital. If the basis moves, the derivative of the whole Hamiltonian matrix takes the place of the potential's derivative, and a Pulay overlap term is subtracted. Neither formula contains the derivative of the orbital, which need only be continuous. In a self-consistent calculation, however, the derivative of the Hamiltonian matrix itself depends on how the orbitals respond.

The parameter \(t\) is a geometry coordinate, such as the position along a line of a point charge in the molecular-mechanics (MM) surroundings. The real matrices \(H(t)\) and \(S(t)\) are the Hamiltonian and overlap in a finite basis indexed by `n`, \(c(t)\) holds the orbital coefficients, and \(\varepsilon(t)\) is the orbital energy. Lean writes \(u^TAv\) as `u ⬝ᵥ A *ᵥ v`.

```lean
import Mathlib

open Matrix Filter Topology

namespace QMMMOrbitalDerivative

noncomputable section

variable {n : Type*} [Fintype n]
```

## (a) Exchanging the vectors in a matrix element

For symmetric \(A\), show that
\[u^TAv=v^TAu.\]

**Solution.** A number equals its transpose, so \(u^TAv=v^TA^Tu=v^TAu\). The rewrites in Lean transpose the product and then use `hA.eq`, which is \(A^T=A\).

```lean
/-- A symmetric matrix gives the same matrix element when its two vectors are exchanged. -/
theorem symm_exchange {A : Matrix n n ℝ} (hA : A.IsSymm) (u v : n → ℝ) :
    u ⬝ᵥ A *ᵥ v = v ⬝ᵥ A *ᵥ u := by
  rw [Matrix.dotProduct_mulVec, ← Matrix.mulVec_transpose, hA.eq, dotProduct_comm]
```

## (b) Comparing two geometries exactly

Let \(H_0c_0=e_0S_0c_0\) and \(H_1c_1=e_1S_1c_1\), with \(H_0,S_0\) symmetric. Show that
\[(e_1-e_0)\,c_0^TS_1c_1=c_0^T(H_1-H_0)c_1-e_0\,c_0^T(S_1-S_0)c_1.\]

**Solution.** Multiplying the second equation by \(c_0^T\) gives \(c_0^TH_1c_1=e_1c_0^TS_1c_1\). By (a), used twice,
\[c_0^TH_0c_1=c_1^TH_0c_0=e_0\,c_1^TS_0c_0=e_0\,c_0^TS_0c_1.\]
Subtract this from the first result, then subtract \(e_0c_0^T(S_1-S_0)c_1\) from both sides. The terms in \(S_0\) cancel. In the code, `a` is the first result and `b` the displayed one, and `linear_combination` subtracts them.

```lean
/-- Exact relation between orbital energies at two geometries, when the Hamiltonian and
overlap matrices of the first geometry are symmetric. -/
theorem energy_difference {H₀ H₁ S₀ S₁ : Matrix n n ℝ} {c₀ c₁ : n → ℝ} {e₀ e₁ : ℝ}
    (hH : H₀.IsSymm) (hS : S₀.IsSymm)
    (h₀ : H₀ *ᵥ c₀ = e₀ • (S₀ *ᵥ c₀)) (h₁ : H₁ *ᵥ c₁ = e₁ • (S₁ *ᵥ c₁)) :
    (e₁ - e₀) * (c₀ ⬝ᵥ S₁ *ᵥ c₁) =
      c₀ ⬝ᵥ (H₁ - H₀) *ᵥ c₁ - e₀ * (c₀ ⬝ᵥ (S₁ - S₀) *ᵥ c₁) := by
  have a : c₀ ⬝ᵥ H₁ *ᵥ c₁ = e₁ * (c₀ ⬝ᵥ S₁ *ᵥ c₁) := by
    rw [h₁, dotProduct_smul, smul_eq_mul]
  -- symmetry lets the old Hamiltonian act on the old orbital
  have b : c₀ ⬝ᵥ H₀ *ᵥ c₁ = e₀ * (c₀ ⬝ᵥ S₀ *ᵥ c₁) := by
    rw [symm_exchange hH c₀ c₁, h₀, dotProduct_smul, smul_eq_mul, symm_exchange hS c₁ c₀]
  simp only [Matrix.sub_mulVec, dotProduct_sub]
  linear_combination b - a
```

## (c) Taking limits of matrix elements

If \(A_{ij}(t)\to B_{ij}\) and \(c_j(t)\to d_j\), show for fixed \(u\) that
\[u^TA(t)c(t)\to u^TBd.\]

**Solution.** The left side is the finite sum \(\sum_i u_i\sum_jA_{ij}(t)c_j(t)\). Each product converges, and so does the sum. The filter `l` specifies the limit being taken.

```lean
/-- Matrix elements converge when the matrix entries and the right-hand vector converge. -/
theorem tendsto_element {l : Filter ℝ} {A : ℝ → Matrix n n ℝ} {B : Matrix n n ℝ}
    {c : ℝ → n → ℝ} {d : n → ℝ} (u : n → ℝ)
    (hA : ∀ i j, Tendsto (fun t => A t i j) l (𝓝 (B i j)))
    (hc : ∀ j, Tendsto (fun t => c t j) l (𝓝 (d j))) :
    Tendsto (fun t => u ⬝ᵥ A t *ᵥ c t) l (𝓝 (u ⬝ᵥ B *ᵥ d)) := by
  simp only [Matrix.mulVec, dotProduct]
  exact tendsto_finsetSum _ fun i _ =>
    (tendsto_finsetSum _ fun j _ => (hA i j).mul (hc j)).const_mul _
```

## (d) Differentiating the energy at any nonzero norm

Let \(H,S\) be symmetric at \(t_0\) and entrywise differentiable there, with derivatives \(H',S'\). Let \(c\) be continuous at \(t_0\), with \(Hc=\varepsilon Sc\) near \(t_0\) and \(c^TSc\neq0\) at \(t_0\). Show that, at \(t_0\),
\[\varepsilon'=\frac{c^TH'c-\varepsilon\,c^TS'c}{c^TSc}.\]

**Solution.** Apply (b) to the geometries \(t_0\) and \(t\ne t_0\), and set \(N(t)=c(t_0)^TS(t)c(t)\). By (c), \(N(t)\to c^TSc\neq0\), so we may divide by \(N(t)\) near \(t_0\):
\[\frac{\varepsilon(t)-\varepsilon(t_0)}{t-t_0}=\frac{1}{N(t)}\,c(t_0)^T\!\left[\frac{H(t)-H(t_0)}{t-t_0}-\varepsilon(t_0)\frac{S(t)-S(t_0)}{t-t_0}\right]\!c(t).\]
By (c) again, the right side tends to the stated value, so \(\varepsilon\) is differentiable.

In Lean, `quot` supplies the limits of the two matrix quotients, `hSt` that of \(N\), and `key` is the identity from (b). `HasDerivAt` expresses differentiability with the given derivative, and `∀ᶠ t in 𝓝 t₀` means "for all \(t\) near \(t_0\)".

```lean
/-- Derivative of an orbital energy in a moving basis, for matrices symmetric and differentiable
at `t₀` and a continuous orbital whose overlap norm is nonzero there. -/
theorem energy_derivative {H S : ℝ → Matrix n n ℝ} {H' S' : Matrix n n ℝ}
    {c : ℝ → n → ℝ} {ε : ℝ → ℝ} {t₀ : ℝ}
    (hHs : (H t₀).IsSymm) (hSs : (S t₀).IsSymm)
    (hH : ∀ i j, HasDerivAt (fun t => H t i j) (H' i j) t₀)
    (hS : ∀ i j, HasDerivAt (fun t => S t i j) (S' i j) t₀)
    (hc : ContinuousAt c t₀)
    (heig : ∀ᶠ t in 𝓝 t₀, H t *ᵥ c t = ε t • (S t *ᵥ c t))
    (hne : c t₀ ⬝ᵥ S t₀ *ᵥ c t₀ ≠ 0) :
    HasDerivAt ε ((c t₀ ⬝ᵥ H' *ᵥ c t₀ - ε t₀ * (c t₀ ⬝ᵥ S' *ᵥ c t₀)) /
      (c t₀ ⬝ᵥ S t₀ *ᵥ c t₀)) t₀ := by
  have hle : 𝓝[≠] t₀ ≤ 𝓝 t₀ := nhdsWithin_le_nhds
  have hcj : ∀ j, Tendsto (fun t => c t j) (𝓝 t₀) (𝓝 (c t₀ j)) := tendsto_pi_nhds.1 hc
  have hSt : Tendsto (fun t => c t₀ ⬝ᵥ S t *ᵥ c t) (𝓝 t₀) (𝓝 (c t₀ ⬝ᵥ S t₀ *ᵥ c t₀)) :=
    tendsto_element _ (fun i j => (hS i j).continuousAt) hcj
  -- difference quotients of the matrices, taken between the old and the new orbital
  have quot : ∀ (A : ℝ → Matrix n n ℝ) (A' : Matrix n n ℝ),
      (∀ i j, HasDerivAt (fun t => A t i j) (A' i j) t₀) →
      Tendsto (fun t => c t₀ ⬝ᵥ ((t - t₀)⁻¹ • (A t - A t₀)) *ᵥ c t) (𝓝[≠] t₀)
        (𝓝 (c t₀ ⬝ᵥ A' *ᵥ c t₀)) := by
    intro A A' hA
    refine tendsto_element _ (fun i j => ?_) (fun j => (hcj j).mono_left hle)
    refine Tendsto.congr (fun t => ?_) (hasDerivAt_iff_tendsto_slope.1 (hA i j))
    simp [slope]
  rw [hasDerivAt_iff_tendsto_slope]
  refine Tendsto.congr' ?_ (((quot H H' hH).sub ((quot S S' hS).const_mul (ε t₀))).div
    (hSt.mono_left hle) hne)
  filter_upwards [hle heig, hle (hSt.eventually_ne hne)] with t h1 h2
  have key := energy_difference hHs hSs heig.self_of_nhds h1
  simp only [Pi.div_apply, slope, vsub_eq_sub, smul_eq_mul, Matrix.smul_mulVec,
    dotProduct_smul]
  rw [div_eq_iff h2]
  linear_combination (-(t - t₀)⁻¹) * key
```

## (e) Normalising the orbital

If also \(c^TSc=1\) at \(t_0\), show that
\[\varepsilon'=c^TH'c-\varepsilon\,c^TS'c.\]

**Solution.** The denominator in (d) is 1. The last term is the Pulay overlap term; in a moving basis, \(H'\) also contains the effect of the basis motion on the Hamiltonian matrix.

```lean
/-- For a continuous orbital normalised at `t₀`, and matrices symmetric and differentiable there,
the energy derivative is the Hamiltonian term minus the Pulay overlap term. -/
theorem normalized_energy_derivative {H S : ℝ → Matrix n n ℝ} {H' S' : Matrix n n ℝ}
    {c : ℝ → n → ℝ} {ε : ℝ → ℝ} {t₀ : ℝ}
    (hHs : (H t₀).IsSymm) (hSs : (S t₀).IsSymm)
    (hH : ∀ i j, HasDerivAt (fun t => H t i j) (H' i j) t₀)
    (hS : ∀ i j, HasDerivAt (fun t => S t i j) (S' i j) t₀)
    (hc : ContinuousAt c t₀)
    (heig : ∀ᶠ t in 𝓝 t₀, H t *ᵥ c t = ε t • (S t *ᵥ c t))
    (hn : c t₀ ⬝ᵥ S t₀ *ᵥ c t₀ = 1) :
    HasDerivAt ε (c t₀ ⬝ᵥ H' *ᵥ c t₀ - ε t₀ * (c t₀ ⬝ᵥ S' *ᵥ c t₀)) t₀ := by
  have h := energy_derivative hHs hSs hH hS hc heig (by rw [hn]; exact one_ne_zero)
  rwa [hn, div_one] at h
```

## (f) Changing only the embedding potential

Now let \(H(t)=H_0+V(t)\), where \(H_0\) is a fixed matrix, and let \(S\) be constant. Under the remaining conditions of (e), show that
\[\varepsilon'=c^TV'c.\]

**Solution.** Here \(H'=V'\) and \(S'=0\), so (e) gives the result. Lean makes the same substitution and simplifies.

In QM/MM this is the response of an orbital energy to a moving MM charge, for a one-electron Hamiltonian whose only changing part is \(V\). A self-consistent mean field would also respond through the density, and \(H_0\) would not stay fixed. The matrix \(V\) is general here: no Coulomb form is assumed.

```lean
/-- With a constant symmetric overlap matrix, an embedding potential differentiable at `t₀` and a
total Hamiltonian symmetric there, the energy of a continuous orbital normalised at `t₀` has as its
derivative the expectation value of the potential's derivative. -/
theorem embedding_derivative {H₀ S V' : Matrix n n ℝ} {V : ℝ → Matrix n n ℝ}
    {c : ℝ → n → ℝ} {ε : ℝ → ℝ} {t₀ : ℝ}
    (hHs : (H₀ + V t₀).IsSymm) (hSs : S.IsSymm)
    (hV : ∀ i j, HasDerivAt (fun t => V t i j) (V' i j) t₀) (hc : ContinuousAt c t₀)
    (heig : ∀ᶠ t in 𝓝 t₀, (H₀ + V t) *ᵥ c t = ε t • (S *ᵥ c t))
    (hn : c t₀ ⬝ᵥ S *ᵥ c t₀ = 1) :
    HasDerivAt ε (c t₀ ⬝ᵥ V' *ᵥ c t₀) t₀ := by
  have h := normalized_energy_derivative (H := fun t => H₀ + V t) (S := fun _ => S)
    (S' := 0) hHs hSs (fun i j => (hV i j).const_add (H₀ i j))
    (fun i j => hasDerivAt_const t₀ (S i j)) hc heig hn
  simpa only [Matrix.zero_mulVec, dotProduct_zero, mul_zero, sub_zero] using h
```

## (g) A Pulay term with a constant Hamiltonian matrix

Take
\[H=\begin{pmatrix}0&1\\1&0\end{pmatrix},\qquad S(t)=\begin{pmatrix}1&t\\t&1\end{pmatrix}.\]
Show that \((1,1)^T\) has energy \(\varepsilon(t)=1/(1+t)\) for \(t\ne-1\), and that
\[\varepsilon'(0)=-1.\]

**Solution.** We have \(H(1,1)^T=(1,1)^T\) and \(S(t)(1,1)^T=(1+t)(1,1)^T\), which gives the energy. Its derivative is \(-1/(1+t)^2\), equal to \(-1\) at \(t=0\). The matrix \(S(t)\) is positive definite, as the overlap matrix of independent basis functions must be, only for \(|t|<1\); for other \(t\ne-1\) the energy formula is just algebra.

The squared norm of \((1,1)^T\) at \(t=0\) is 2, so the normalised orbital is \((1,1)^T/\sqrt2\). For it \(c^TH'c=0\) and \(c^TS'c=1\), and the Pulay term in (e) supplies the whole derivative. Lean checks the matrices entry by entry and differentiates the quotient directly.

```lean
/-- A constant Hamiltonian matrix with coupling 1 and a matrix `S(t)` with off-diagonal entry `t` (a
physical overlap for `|t| < 1`) are symmetric. The vector `(1, 1)` has energy `1 / (1 + t)` for
`t ≠ -1`; at `t = 0` its squared norm is 2 and the energy's derivative is `-1`. -/
theorem pulay_witness :
    (!![0, 1; 1, 0] : Matrix (Fin 2) (Fin 2) ℝ).IsSymm ∧
    (∀ t : ℝ, (!![1, t; t, 1] : Matrix (Fin 2) (Fin 2) ℝ).IsSymm) ∧
    (∀ t : ℝ, 1 + t ≠ 0 → (!![0, 1; 1, 0] : Matrix (Fin 2) (Fin 2) ℝ) *ᵥ ![1, 1] =
      (1 / (1 + t)) • ((!![1, t; t, 1] : Matrix (Fin 2) (Fin 2) ℝ) *ᵥ ![1, 1])) ∧
    (![1, 1] : Fin 2 → ℝ) ⬝ᵥ (!![1, 0; 0, 1] : Matrix (Fin 2) (Fin 2) ℝ) *ᵥ ![1, 1] = 2 ∧
    HasDerivAt (fun t : ℝ => 1 / (1 + t)) (-1) 0 := by
  refine ⟨Matrix.IsSymm.ext fun i j => ?_, fun t => Matrix.IsSymm.ext fun i j => ?_,
    fun t ht => ?_, ?_, ?_⟩
  · fin_cases i <;> fin_cases j <;> rfl
  · fin_cases i <;> fin_cases j <;> rfl
  · ext i
    fin_cases i <;> simp [Matrix.mulVec, dotProduct, Fin.sum_univ_succ] <;> field_simp
    ring
  · norm_num [Matrix.mulVec, dotProduct, Fin.sum_univ_succ]
  · exact ((hasDerivAt_const (0 : ℝ) (1 : ℝ)).fun_div
      ((hasDerivAt_id' (0 : ℝ)).const_add 1) (by norm_num)).congr_deriv (by norm_num)

end

end QMMMOrbitalDerivative
```

```lean
#print axioms QMMMOrbitalDerivative.normalized_energy_derivative
#print axioms QMMMOrbitalDerivative.embedding_derivative
```

```
'QMMMOrbitalDerivative.normalized_energy_derivative' depends on axioms: [propext, Classical.choice, Quot.sound]
'QMMMOrbitalDerivative.embedding_derivative' depends on axioms: [propext, Classical.choice, Quot.sound]
```
